# The Maxwell-averaged Sommerfeld factor of an attractive Coulomb centre lies between $4\sqrt{\pi a}$ and $4\sqrt{\pi a}+1$, with $a=Z^2E_R/kT$

Take one carrier at one energy near an attractive Coulomb centre. Its density at the centre is enhanced by the Sommerfeld factor $S(\eta)=\eta/(1-e^{-\eta})$, where $\eta>0$ measures the Coulomb strength relative to the carrier's energy $E$. At $\eta=5$ this gives $5.03$, so the factor is almost $\eta$ itself, and $\eta$ is proportional to $E^{-1/2}$.

I have seen this turned into the statement that the thermally averaged enhancement of capture goes as $T^{-1/2}$. But a Maxwell distribution also contains fast carriers, for which $\eta$ is small and $S\approx\eta$ fails. How large is the error after averaging? I would like a proof with explicit bounds, checked in Lean.

## An error below 1 at each energy stays below 1 on average

Let $E_R$ be the effective Rydberg energy of the carrier in its host material and $Z$ the charge number of the centre. Write $x=E/kT$ for the reduced energy and
$$a=\frac{Z^2E_R}{kT}>0,\qquad \eta(x)=2\pi\sqrt{a/x}.$$
The Maxwell average of a function $f$ of the reduced energy is
$$\langle f\rangle=\frac{2}{\sqrt\pi}\int_0^\infty\sqrt{x}\,e^{-x}f(x)\,dx .$$

**One energy.** For $\eta>0$ the denominator $1-e^{-\eta}$ lies between 0 and 1, so $S(\eta)>\eta$. The bound $S(\eta)<\eta+1$ means $\eta<(\eta+1)(1-e^{-\eta})$, which rearranges to $(\eta+1)e^{-\eta}<1$, that is, $1+\eta<e^\eta$. This holds for every $\eta\neq0$. Hence
$$\eta<S(\eta)<\eta+1 .$$

**Two averages.** The weight is normalised, because $\int_0^\infty\sqrt x\,e^{-x}dx=\Gamma(3/2)=\sqrt\pi/2$ and so $\langle1\rangle=1$. In the average of $\eta$, the $\sqrt x$ of the density of states cancels the $1/\sqrt x$ of the Coulomb parameter:
$$\langle\eta\rangle=\frac{2}{\sqrt\pi}\,2\pi\sqrt a\int_0^\infty e^{-x}dx=4\sqrt{\pi a}.$$

**The bounds.** Since $0<S(\eta)<\eta+1$ and the average of $\eta+1$ converges, so does that of $S$. A function that is positive at every $x>0$ has a positive integral, so the strict inequalities survive averaging:
$$4\sqrt{\pi a}<\langle S(\eta)\rangle<4\sqrt{\pi a}+1 .$$

**The temperature law.** Put $C=4\sqrt{\pi Z^2E_R/k}$. Then $4\sqrt{\pi a}=C/\sqrt T$, and multiplying the bounds by $\sqrt T$ gives
$$C<\sqrt T\,\langle S(\eta)\rangle<C+\sqrt T .$$
Both sides tend to $C$ as $T\to0^+$.

**Repulsion.** Reversing the sign of the charge gives
$$S(-\eta)=\frac{\eta}{e^\eta-1}=\frac{\eta e^{-\eta}}{1-e^{-\eta}}=S(\eta)-\eta .$$
The repulsive average is therefore $\langle S(\eta)\rangle-4\sqrt{\pi a}$, which lies between 0 and 1.

### What the Lean statements say

`sommerfeld` is $S$, with positive argument for attraction and negative for repulsion. `eta a x` is $\eta(x)$, and `maxwellAverage f` is $\langle f\rangle$, with the integral over `Ioi 0`, the open half-line $x>0$. `MaxwellIntegrable f` says that this integral converges absolutely.

`attractive_average` assumes only $a>0$ and states convergence together with the two strict bounds. `repulsive_average` gives the relation between the two signs of charge and the bounds 0 and 1. In `inverse_sqrt_temperature_law`, the variable `E` is the Rydberg energy $E_R$, not the carrier energy, and `𝓝[>] 0` means that $T$ approaches zero from above. There `Z` is a positive real number, since only the strength $Z^2$ enters.

The Sommerfeld factor is a definition here. It stands for the ratio of the Coulomb scattering state's density at the centre to that of a free carrier, and it is not derived from the Schrödinger equation. The Maxwell weight stands for non-degenerate carriers in an isotropic parabolic band. Screening is absent, and $E_R$ does not depend on temperature.

In calculations of nonradiative capture, such an average can multiply a coefficient computed without the Coulomb field, provided that the short-range capture step is independent of carrier energy. The $T^{-1/2}$ law concerns this factor alone; the multiphonon transition brings its own temperature dependence.

```lean
import Mathlib

open MeasureTheory Set Filter
open scoped Real Topology

namespace SommerfeldCapture

noncomputable section

/-- The Sommerfeld factor `η / (1 - exp (-η))` of a Coulomb centre, for `η ≠ 0`;
positive `η` means attraction, negative `η` repulsion. -/
def sommerfeld (η : ℝ) : ℝ := η / (1 - Real.exp (-η))

/-- The Coulomb parameter `η = 2π √(a/x)` of a carrier with reduced energy `x = E/kT > 0`,
where `a = Z² E_R / kT ≥ 0`. -/
def eta (a x : ℝ) : ℝ := 2 * π * √(a / x)

/-- The Maxwell average of `f` converges absolutely. -/
def MaxwellIntegrable (f : ℝ → ℝ) : Prop :=
  IntegrableOn (fun x : ℝ => √x * Real.exp (-x) * f x) (Ioi 0)

/-- The thermal average of a function `f` of the reduced energy `x = E/kT` over the
Maxwell distribution, for `f` whose average converges. -/
def maxwellAverage (f : ℝ → ℝ) : ℝ :=
  2 / √π * ∫ x in Ioi (0 : ℝ), √x * Real.exp (-x) * f x

/-- For an attractive centre, `η > 0`, the Sommerfeld factor lies strictly between
`η` and `η + 1`. -/
theorem sommerfeld_bounds {η : ℝ} (h : 0 < η) :
    η < sommerfeld η ∧ sommerfeld η < η + 1 := by
  have he : 0 < Real.exp (-η) := Real.exp_pos _
  have hd : 0 < 1 - Real.exp (-η) := by
    have : Real.exp (-η) < 1 := Real.exp_lt_one_iff.2 (by linarith)
    linarith
  have hm : Real.exp η * Real.exp (-η) = 1 := by
    rw [← Real.exp_add, add_neg_cancel, Real.exp_zero]
  -- the upper bound is the inequality `η + 1 < exp η`
  have hu := mul_lt_mul_of_pos_right (Real.add_one_lt_exp h.ne') he
  unfold sommerfeld
  constructor
  · rw [lt_div_iff₀ hd]
    nlinarith [mul_pos h he]
  · rw [div_lt_iff₀ hd]
    nlinarith

/-- The Maxwell distribution is normalised: the average of `1` converges and equals `1`. -/
theorem maxwellAverage_one :
    MaxwellIntegrable (fun _ => 1) ∧ maxwellAverage (fun _ => 1) = 1 := by
  have h := Real.GammaIntegral_convergent (s := 3 / 2) (by norm_num)
  have h' := Real.Gamma_eq_integral (s := 3 / 2) (by norm_num)
  have e : (fun x : ℝ => Real.exp (-x) * x ^ ((3 / 2 : ℝ) - 1)) =
      fun x : ℝ => √x * Real.exp (-x) * 1 := by
    funext x
    rw [Real.sqrt_eq_rpow, show (3 / 2 : ℝ) - 1 = 1 / 2 by norm_num]
    ring
  have g : Real.Gamma (3 / 2) = √π / 2 := by
    rw [show (3 / 2 : ℝ) = 1 / 2 + 1 by norm_num, Real.Gamma_add_one (by norm_num),
      Real.Gamma_one_half_eq]
    ring
  rw [e] at h h'
  refine ⟨h, ?_⟩
  have hp : 0 < √π := Real.sqrt_pos.2 Real.pi_pos
  unfold maxwellAverage
  rw [← h', g, div_mul_eq_mul_div, div_eq_iff hp.ne']
  ring

/-- The Maxwell average of a difference is the difference of the averages, if both converge. -/
theorem maxwellAverage_sub {f g : ℝ → ℝ} (hf : MaxwellIntegrable f)
    (hg : MaxwellIntegrable g) :
    maxwellAverage (fun x => f x - g x) = maxwellAverage f - maxwellAverage g := by
  unfold maxwellAverage
  simp only [mul_sub]
  rw [integral_sub hf hg, mul_sub]

/-- If `f < g` at every positive energy and both averages converge, then the Maxwell
average of `f` is strictly below that of `g`. -/
theorem maxwellAverage_lt {f g : ℝ → ℝ} (hf : MaxwellIntegrable f)
    (hg : MaxwellIntegrable g) (h : ∀ x, 0 < x → f x < g x) :
    maxwellAverage f < maxwellAverage g := by
  have hi : IntegrableOn (fun x : ℝ => √x * Real.exp (-x) * g x -
      √x * Real.exp (-x) * f x) (Ioi 0) := Integrable.sub hg hf
  have hp : ∀ x ∈ Ioi (0 : ℝ), 0 < √x * Real.exp (-x) * g x -
      √x * Real.exp (-x) * f x := fun x hx =>
    sub_pos.2 (mul_lt_mul_of_pos_left (h x hx)
      (mul_pos (Real.sqrt_pos.2 hx) (Real.exp_pos _)))
  have hs : Ioi (0 : ℝ) ⊆ Function.support (fun x : ℝ => √x * Real.exp (-x) * g x -
      √x * Real.exp (-x) * f x) := fun x hx => (hp x hx).ne'
  -- a positive function has a positive integral
  have key : 0 < ∫ x in Ioi (0 : ℝ), (√x * Real.exp (-x) * g x -
      √x * Real.exp (-x) * f x) := by
    rw [setIntegral_pos_iff_support_of_nonneg_ae
      (ae_restrict_of_forall_mem measurableSet_Ioi fun x hx => (hp x hx).le) hi,
      inter_eq_right.2 hs, Real.volume_Ioi]
    exact ENNReal.zero_lt_top
  rw [integral_sub hg hf] at key
  have hc : 0 < 2 / √π := div_pos two_pos (Real.sqrt_pos.2 Real.pi_pos)
  exact mul_lt_mul_of_pos_left (sub_pos.1 key) hc

/-- The Maxwell average of the Coulomb parameter `η` converges and equals `4 √(πa)`. -/
theorem maxwellAverage_eta (a : ℝ) :
    MaxwellIntegrable (eta a) ∧ maxwellAverage (eta a) = 4 * √(π * a) := by
  have h := Real.GammaIntegral_convergent (s := 1) one_pos
  have h' := Real.Gamma_eq_integral (s := 1) one_pos
  simp only [sub_self, Real.rpow_zero, mul_one, Real.Gamma_one] at h h'
  -- the density of states cancels the `1/√x` of the Coulomb parameter
  have e : ∀ x ∈ Ioi (0 : ℝ), 2 * π * √a * Real.exp (-x) =
      √x * Real.exp (-x) * eta a x := by
    intro x hx
    have hs : √x ≠ 0 := (Real.sqrt_pos.2 hx).ne'
    unfold eta
    rw [Real.sqrt_div' a (le_of_lt hx)]
    field_simp
  have hc : IntegrableOn (fun x : ℝ => 2 * π * √a * Real.exp (-x)) (Ioi 0) :=
    Integrable.const_mul h _
  refine ⟨hc.congr_fun (fun x hx => e x hx) measurableSet_Ioi, ?_⟩
  have hp : 0 < √π := Real.sqrt_pos.2 Real.pi_pos
  have hq : √π ^ 2 = π := Real.sq_sqrt Real.pi_pos.le
  unfold maxwellAverage
  rw [← setIntegral_congr_fun measurableSet_Ioi (fun x hx => e x hx),
    integral_const_mul, ← h', Real.sqrt_mul Real.pi_pos.le, div_mul_eq_mul_div,
    div_eq_iff hp.ne']
  linear_combination (-4 * √a) * hq

/-- For an attractive centre with `a = Z² E_R / kT > 0`, the Maxwell average of the Sommerfeld
factor converges and lies strictly between `4 √(πa)` and `4 √(πa) + 1`. -/
theorem attractive_average {a : ℝ} (ha : 0 < a) :
    MaxwellIntegrable (fun x => sommerfeld (eta a x)) ∧
    4 * √(π * a) < maxwellAverage (fun x => sommerfeld (eta a x)) ∧
    maxwellAverage (fun x => sommerfeld (eta a x)) < 4 * √(π * a) + 1 := by
  obtain ⟨hη, vη⟩ := maxwellAverage_eta a
  obtain ⟨h1, v1⟩ := maxwellAverage_one
  have pos : ∀ x, 0 < x → 0 < eta a x := fun x hx =>
    mul_pos (mul_pos two_pos Real.pi_pos) (Real.sqrt_pos.2 (div_pos ha hx))
  -- convergence, by comparison with `η + 1`
  have hS : MaxwellIntegrable (fun x => sommerfeld (eta a x)) := by
    have hm : Measurable (fun x : ℝ => √x * Real.exp (-x) * sommerfeld (eta a x)) := by
      unfold sommerfeld eta
      fun_prop
    refine Integrable.mono' (Integrable.add hη h1) hm.aestronglyMeasurable
      (ae_restrict_of_forall_mem measurableSet_Ioi fun x hx => ?_)
    change ‖√x * Real.exp (-x) * sommerfeld (eta a x)‖ ≤
      √x * Real.exp (-x) * eta a x + √x * Real.exp (-x) * 1
    have hb := sommerfeld_bounds (pos x hx)
    have hw : 0 ≤ √x * Real.exp (-x) := by positivity
    rw [Real.norm_of_nonneg (mul_nonneg hw ((pos x hx).trans hb.1).le), ← mul_add]
    exact mul_le_mul_of_nonneg_left hb.2.le hw
  have lower := maxwellAverage_lt hη hS fun x hx => (sommerfeld_bounds (pos x hx)).1
  have hD : MaxwellIntegrable (fun x => sommerfeld (eta a x) - eta a x) := by
    unfold MaxwellIntegrable
    simp only [mul_sub]
    exact Integrable.sub hS hη
  have upper := maxwellAverage_lt hD h1 fun x hx => by
    linarith [(sommerfeld_bounds (pos x hx)).2]
  rw [maxwellAverage_sub hS hη, vη, v1] at upper
  rw [vη] at lower
  exact ⟨hS, lower, by linarith⟩

/-- For a repulsive centre of the same strength `a > 0`, the averaged Sommerfeld factor is
the attractive one minus `4 √(πa)`, and it lies strictly between `0` and `1`. -/
theorem repulsive_average {a : ℝ} (ha : 0 < a) :
    maxwellAverage (fun x => sommerfeld (-eta a x)) =
      maxwellAverage (fun x => sommerfeld (eta a x)) - 4 * √(π * a) ∧
    0 < maxwellAverage (fun x => sommerfeld (-eta a x)) ∧
    maxwellAverage (fun x => sommerfeld (-eta a x)) < 1 := by
  obtain ⟨hS, lower, upper⟩ := attractive_average ha
  -- reversing the sign of the charge subtracts `η` from the Sommerfeld factor
  have flip : ∀ η : ℝ, sommerfeld (-η) = sommerfeld η - η := by
    intro η
    rcases eq_or_ne η 0 with rfl | h
    · simp [sommerfeld]
    have h1 : 1 - Real.exp η ≠ 0 := fun h0 =>
      h ((Real.exp_eq_one_iff η).1 (by linarith))
    have h2 : 1 - Real.exp (-η) ≠ 0 := fun h0 =>
      h (neg_eq_zero.1 ((Real.exp_eq_one_iff (-η)).1 (by linarith)))
    have hm : Real.exp η * Real.exp (-η) = 1 := by
      rw [← Real.exp_add, add_neg_cancel, Real.exp_zero]
    have h3 : η / (1 - Real.exp (-η)) - η =
        η * Real.exp (-η) / (1 - Real.exp (-η)) := by
      rw [eq_div_iff h2, sub_mul, div_mul_cancel₀ _ h2]
      ring
    unfold sommerfeld
    rw [neg_neg, h3, div_eq_div_iff h1 h2]
    linear_combination η * hm
  have key : maxwellAverage (fun x => sommerfeld (-eta a x)) =
      maxwellAverage (fun x => sommerfeld (eta a x)) - 4 * √(π * a) := by
    simp only [flip]
    rw [maxwellAverage_sub hS (maxwellAverage_eta a).1, (maxwellAverage_eta a).2]
  exact ⟨key, by linarith, by linarith⟩

/-- The `T^(-1/2)` law: for positive `Z`, `E_R` and `k`, the averaged Sommerfeld factor of an
attractive centre, multiplied by `√T`, tends to `4 √(π Z² E_R / k)` as `T → 0⁺`. -/
theorem inverse_sqrt_temperature_law {Z E k : ℝ} (hZ : 0 < Z) (hE : 0 < E) (hk : 0 < k) :
    Tendsto (fun T => √T * maxwellAverage (fun x => sommerfeld (eta (Z ^ 2 * E / (k * T)) x)))
      (𝓝[>] 0) (𝓝 (4 * √(π * Z ^ 2 * E / k))) := by
  have scale : ∀ T : ℝ, 0 < T →
      √T * √(π * (Z ^ 2 * E / (k * T))) = √(π * Z ^ 2 * E / k) := by
    intro T hT
    rw [← Real.sqrt_mul hT.le]
    congr 1
    field_simp
  have h0 : Tendsto (fun T : ℝ => √T) (𝓝[>] 0) (𝓝 0) :=
    (Real.continuous_sqrt.tendsto' 0 0 Real.sqrt_zero).mono_left nhdsWithin_le_nhds
  have hu : Tendsto (fun T : ℝ => 4 * √(π * Z ^ 2 * E / k) + √T) (𝓝[>] 0)
      (𝓝 (4 * √(π * Z ^ 2 * E / k))) := by
    simpa using h0.const_add (4 * √(π * Z ^ 2 * E / k))
  -- squeeze between the two bounds, whose distance is `√T`
  refine tendsto_of_tendsto_of_tendsto_of_le_of_le' tendsto_const_nhds hu ?_ ?_
  · filter_upwards [self_mem_nhdsWithin] with T hT
    have hT' : 0 < T := hT
    have hb := (attractive_average (a := Z ^ 2 * E / (k * T)) (by positivity)).2.1
    have := mul_le_mul_of_nonneg_left hb.le (Real.sqrt_nonneg T)
    linarith [scale T hT']
  · filter_upwards [self_mem_nhdsWithin] with T hT
    have hT' : 0 < T := hT
    have hb := (attractive_average (a := Z ^ 2 * E / (k * T)) (by positivity)).2.2
    have := mul_le_mul_of_nonneg_left hb.le (Real.sqrt_nonneg T)
    linarith [scale T hT']

end

end SommerfeldCapture
```

```lean
#print axioms SommerfeldCapture.attractive_average
#print axioms SommerfeldCapture.repulsive_average
#print axioms SommerfeldCapture.inverse_sqrt_temperature_law
```

```
'SommerfeldCapture.attractive_average' depends on axioms: [propext, Classical.choice, Quot.sound]
'SommerfeldCapture.repulsive_average' depends on axioms: [propext, Classical.choice, Quot.sound]
'SommerfeldCapture.inverse_sqrt_temperature_law' depends on axioms: [propext, Classical.choice, Quot.sound]
```

### From the pointwise inequality to the limit

`sommerfeld_bounds` is the one-energy step. It takes $1+\eta<e^\eta$ from `Real.add_one_lt_exp`, multiplies it by $e^{-\eta}$, and clears the positive denominator with `lt_div_iff₀` and `div_lt_iff₀`.

`maxwellAverage_one` identifies the normalisation integral with $\Gamma(3/2)$ and reduces that to $\Gamma(1/2)=\sqrt\pi$. `maxwellAverage_eta` carries out the cancellation of $\sqrt x$ at each positive $x$ and then uses $\Gamma(1)=1$ for the remaining exponential integral.

`maxwellAverage_sub` is linearity for differences. `maxwellAverage_lt` is strict monotonicity: the integrand of the difference is positive on the whole half-line, a set of non-zero measure, so its integral is positive.

`attractive_average` assembles these. Convergence comes from `Integrable.mono'`, with $\eta+1$ as the dominating function. The lower bound compares $\eta$ with $S$. The upper bound compares $S-\eta$ with 1 and then splits the average of the difference.

In `repulsive_average`, the local statement `flip` is the identity $S(-\eta)=S(\eta)-\eta$, and the bounds follow from the attractive case by subtraction. In the temperature law, `scale` shows that $\sqrt T\sqrt{\pi a}$ does not depend on $T$, and the squeeze theorem finishes the proof with bounds that differ by $\sqrt T$.

### Numbers for $a=16$, and a second lower bound

Let $Z^2E_R=16\,kT$. Then $\sqrt{16\pi}=4\times1.7725=7.090$, and four times this is $28.36$. The attractive average lies between $28.36$ and $29.36$, so replacing it by $4\sqrt{\pi a}$ makes an error below 4%. For a repulsive centre of the same strength the average is below 1.

At a quarter of the temperature, $a=64$ and the attractive bounds become $56.72$ and $57.72$. Cooling thus raises the average by a factor between $1.93$ and $2.04$, where the pure $T^{-1/2}$ law gives 2.

At high temperature $a$ is small, and the lower bound $4\sqrt{\pi a}$ says little. The same argument, carried out here by hand and not in the Lean file, supplies a better one. For $\eta>0$ we have $e^{-\eta}>1-\eta$, hence $1-e^{-\eta}<\eta$ and $S(\eta)>1$. Averaging gives $\langle S(\eta)\rangle>1$ for every $a>0$: in this model, attraction enhances the average at every temperature. Together with the upper bound, this also shows that the average tends to 1 as $a\to0^+$, the value without a Coulomb field.
